# Rabi oscillations of a spin one-half: quadratic short-time bound, full inversion only at resonance, and mean flip probability

A spin one-half sits in a static magnetic field along $z$, and a weaker transverse field of constant strength rotates about $z$ at a constant frequency near the Larmor frequency. The spin starts in one eigenstate of $\sigma_z$. How fast can it begin to flip, can it flip completely, and what is its flip probability averaged over time?

Viewed from the frame that rotates with the transverse field, the Hamiltonian is constant. That frame change is the step from laboratory to model which the theorems take as already done. It only multiplies the two amplitudes by phase factors, so the flip probability is the same in both frames. For a linearly oscillating field, a constant Hamiltonian also requires the rotating-wave approximation.

```lean
import Mathlib

open Matrix

namespace RabiProblem

noncomputable section
```

## The spin in the rotating frame

With $\hbar=1$, the Hamiltonian is

$$H=\tfrac12\,(D\,\sigma_z+W_0\,\sigma_x)=\frac12\begin{pmatrix}D&W_0\\W_0&-D\end{pmatrix}.$$

The real number $D$ is the detuning, the mismatch between the drive and Larmor frequencies. The coupling $W_0>0$ measures the strength of the transverse field. Textbooks often write $\Delta$ and $\Omega$ for these, with either sign for the detuning; the flip probability depends only on $D^2$.

```lean
/-- The Hamiltonian `(D σz + W₀ σx) / 2` of a spin one-half with detuning `D` and coupling `W₀`,
in units with `ħ = 1`. -/
def hamiltonian (D W₀ : ℝ) : Matrix (Fin 2) (Fin 2) ℂ :=
  !![(D : ℂ) / 2, (W₀ : ℂ) / 2; (W₀ : ℂ) / 2, -((D : ℂ) / 2)]
```

The state has amplitudes $\psi_0(t)$ and $\psi_1(t)$, numbered from zero as in Lean. It obeys $\psi'=-iH\psi$ with $\psi(0)=(1,0)$. In the code a state is a function `Fin 2 → ℂ`, `*ᵥ` multiplies a matrix into a vector, and `HasDerivAt` states the differential equation at every real time.

```lean
/-- The state `ψ` starts in the first basis state and obeys the Schrödinger equation
`ψ' = -i H ψ` at all times. -/
def IsRabiEvolution (D W₀ : ℝ) (ψ : ℝ → Fin 2 → ℂ) : Prop :=
  ψ 0 = ![1, 0] ∧ ∀ t, HasDerivAt ψ ((-Complex.I) • (hamiltonian D W₀ *ᵥ ψ t)) t
```

The eigenvalues of $H$ are $\pm W/2$, where $W$ is the generalised Rabi frequency

$$W=\sqrt{D^2+W_0^2}.$$

```lean
/-- The generalised Rabi frequency `W = √(D² + W₀²)`. -/
def rabiFreq (D W₀ : ℝ) : ℝ := Real.sqrt (D ^ 2 + W₀ ^ 2)
```

The probability to be derived is

$$P(t)=\left(\frac{W_0}{W}\right)^2\sin^2\frac{Wt}{2}.$$

At this point it is only a named function, `flipProb`, with no link to the Schrödinger equation.

```lean
/-- The Rabi formula `(W₀/W)² sin²(W t/2)`, for `D` and `W₀` not both zero. -/
def flipProb (D W₀ t : ℝ) : ℝ :=
  (W₀ / rabiFreq D W₀) ^ 2 * Real.sin (rabiFreq D W₀ * t / 2) ^ 2
```

Put $d=D/W$, $w=W_0/W$ and $N=d\,\sigma_z+w\,\sigma_x$, so that $H=\tfrac W2N$. Since $N^2=(d^2+w^2)\,1=1$, the exponential series gives

$$e^{-iHt}=c-i\,s\,N,\qquad c=\cos\frac{Wt}2,\quad s=\sin\frac{Wt}2.$$

Acting on $(1,0)$, this yields the candidate solution

$$\psi_0=c-i\,d\,s,\qquad \psi_1=-i\,w\,s.$$

```lean
/-- The explicit state with amplitudes `cos(W t/2) - i (D/W) sin(W t/2)` and
`-i (W₀/W) sin(W t/2)`, for `D` and `W₀` not both zero. -/
def rabiState (D W₀ t : ℝ) : Fin 2 → ℂ :=
  ![(Real.cos (rabiFreq D W₀ * t / 2) : ℂ)
      - Complex.I * ((D / rabiFreq D W₀ : ℝ) : ℂ) * (Real.sin (rabiFreq D W₀ * t / 2) : ℂ),
    -Complex.I * ((W₀ / rabiFreq D W₀ : ℝ) : ℂ) * (Real.sin (rabiFreq D W₀ * t / 2) : ℂ)]
```

## The candidate solves the equation

Because $W_0>0$, we have $W>0$, and division by $W$ is safe. Then $Wd=D$, $Ww=W_0$ and $d^2+w^2=(D^2+W_0^2)/W^2=1$.

```lean
/-- For `W₀ > 0` the Rabi frequency is positive, and `(D/W, W₀/W)` is a unit vector. -/
theorem rabiFreq_axis (D : ℝ) {W₀ : ℝ} (h : 0 < W₀) :
    0 < rabiFreq D W₀ ∧ rabiFreq D W₀ * (D / rabiFreq D W₀) = D ∧
      rabiFreq D W₀ * (W₀ / rabiFreq D W₀) = W₀ ∧
      (D / rabiFreq D W₀) ^ 2 + (W₀ / rabiFreq D W₀) ^ 2 = 1 := by
  have hpos : 0 < rabiFreq D W₀ := Real.sqrt_pos.mpr (by positivity)
  have hne := hpos.ne'
  have hsq : rabiFreq D W₀ ^ 2 = D ^ 2 + W₀ ^ 2 := Real.sq_sqrt (by positivity)
  refine ⟨hpos, by field_simp, by field_simp, ?_⟩
  rw [div_pow, div_pow, ← add_div, ← hsq, div_self (pow_ne_zero 2 hne)]
```

The half-angle functions satisfy $c'=-\tfrac W2s$, $s'=\tfrac W2c$ and $c^2+s^2=1$, with $c(0)=1$ and $s(0)=0$. The next lemma collects these facts in complex form, so that later calculations are algebra in $c,s,d,w,W$.

```lean
/-- For `W₀ > 0` the Rabi state is built from a cosine `c` and a sine `s` of half the Rabi
angle and from a unit vector `(d, w)` along `(D, W₀)`. -/
theorem rabiState_rotation (D : ℝ) {W₀ : ℝ} (h : 0 < W₀) :
    ∃ (c s : ℝ → ℂ) (d w W : ℂ),
      (∀ t, HasDerivAt c (-(W / 2) * s t) t) ∧ (∀ t, HasDerivAt s (W / 2 * c t) t) ∧
      (∀ t, c t ^ 2 + s t ^ 2 = 1) ∧ c 0 = 1 ∧ s 0 = 0 ∧
      (D : ℂ) = W * d ∧ (W₀ : ℂ) = W * w ∧ d ^ 2 + w ^ 2 = 1 ∧
      rabiState D W₀ = fun t => ![c t - Complex.I * d * s t, -Complex.I * w * s t] := by
  obtain ⟨-, hd, hw, h1⟩ := rabiFreq_axis D h
  have lin (t : ℝ) : HasDerivAt (fun x : ℝ => rabiFreq D W₀ * x / 2) (rabiFreq D W₀ / 2) t := by
    simpa using ((hasDerivAt_id t).const_mul (rabiFreq D W₀)).div_const 2
  refine ⟨fun t => (Real.cos (rabiFreq D W₀ * t / 2) : ℂ),
    fun t => (Real.sin (rabiFreq D W₀ * t / 2) : ℂ),
    ((D / rabiFreq D W₀ : ℝ) : ℂ), ((W₀ / rabiFreq D W₀ : ℝ) : ℂ), (rabiFreq D W₀ : ℂ),
    fun t => (lin t).cos.ofReal_comp.congr_deriv (by push_cast; ring),
    fun t => (lin t).sin.ofReal_comp.congr_deriv (by push_cast; ring),
    fun t => by
      beta_reduce
      exact_mod_cast Real.cos_sq_add_sin_sq (rabiFreq D W₀ * t / 2),
    by simp, by simp, by exact_mod_cast hd.symm, by exact_mod_cast hw.symm,
    by exact_mod_cast h1, rfl⟩
```

Written out, the Schrödinger equation reads

$$\psi_0'=-\tfrac i2(D\psi_0+W_0\psi_1),\qquad \psi_1'=-\tfrac i2(W_0\psi_0-D\psi_1).$$

```lean
/-- The Schrödinger equation written out for the two amplitudes. -/
theorem schrodinger_components (D W₀ : ℝ) (ψ : ℝ → Fin 2 → ℂ) (t : ℝ) :
    HasDerivAt ψ ((-Complex.I) • (hamiltonian D W₀ *ᵥ ψ t)) t ↔
      HasDerivAt (fun x => ψ x 0) (-Complex.I * (D / 2 * ψ t 0 + W₀ / 2 * ψ t 1)) t ∧
      HasDerivAt (fun x => ψ x 1) (-Complex.I * (W₀ / 2 * ψ t 0 + -(D / 2) * ψ t 1)) t := by
  have e0 : (hamiltonian D W₀ *ᵥ ψ t) 0 = D / 2 * ψ t 0 + W₀ / 2 * ψ t 1 := by
    simp [hamiltonian, Matrix.mulVec, dotProduct, Fin.sum_univ_two]
  have e1 : (hamiltonian D W₀ *ᵥ ψ t) 1 = W₀ / 2 * ψ t 0 + -(D / 2) * ψ t 1 := by
    simp [hamiltonian, Matrix.mulVec, dotProduct, Fin.sum_univ_two]
  rw [hasDerivAt_pi, Fin.forall_fin_two, Pi.smul_apply, Pi.smul_apply, smul_eq_mul,
    smul_eq_mul, e0, e1]
```

Insert the candidate. For the first amplitude the right-hand side is

$$-\tfrac{iW}2\left[d(c-ids)+w(-iws)\right]=-\tfrac{iW}2\,dc-\tfrac W2(d^2+w^2)s=-\tfrac W2s-\tfrac{iW}2\,dc,$$

which is $\psi_0'$. For the second, the terms in $dws$ cancel and leave $-\tfrac{iW}2wc=\psi_1'$. Each `linear_combination` lists the multiples of $D=Wd$, $W_0=Ww$, $d^2+w^2=1$ and $i^2=-1$ that enter.

```lean
/-- For `W₀ > 0` the explicit Rabi state starts in the first basis state and solves the
Schrödinger equation. -/
theorem isRabiEvolution_witness (D : ℝ) {W₀ : ℝ} (h : 0 < W₀) :
    IsRabiEvolution D W₀ (rabiState D W₀) := by
  obtain ⟨c, s, d, w, W, hc, hs, -, c0, s0, hD, hW, h1, hr⟩ := rabiState_rotation D h
  have hI := Complex.I_sq
  rw [hr]
  refine ⟨by simp [c0, s0], fun t => (schrodinger_components D W₀ _ t).mpr ⟨?_, ?_⟩⟩
  · refine ((hc t).fun_sub ((hs t).const_mul (Complex.I * d))).congr_deriv ?_
    show _ = -Complex.I * (D / 2 * (c t - Complex.I * d * s t)
      + W₀ / 2 * (-Complex.I * w * s t))
    linear_combination (Complex.I * c t / 2 - Complex.I ^ 2 * d * s t / 2) * hD
      - Complex.I ^ 2 * w * s t / 2 * hW - Complex.I ^ 2 * W * s t / 2 * h1 - W * s t / 2 * hI
  · refine ((hs t).const_mul (-Complex.I * w)).congr_deriv ?_
    show _ = -Complex.I * (W₀ / 2 * (c t - Complex.I * d * s t)
      + -(D / 2) * (-Complex.I * w * s t))
    linear_combination (Complex.I * c t / 2 - Complex.I ^ 2 * d * s t / 2) * hW
      + Complex.I ^ 2 * w * s t / 2 * hD
```

## Every solution is this one

Let $\psi$ be any solution with the same initial state, and undo the rotation by setting $\varphi=(c+isN)\psi$. Then

$$\varphi'=\tfrac W2(-s+icN)\psi+(c+isN)\left(-\tfrac{iW}2N\right)\psi=\tfrac W2\,s\,(N^2-1)\psi=0.$$

So $\varphi$ keeps its initial value $(1,0)$. Since $(c-isN)(c+isN)=c^2+s^2=1$, rotating back gives $\psi=(c-isN)(1,0)$, the candidate.

In the code, `hG` and `hF` are the vanishing derivatives of $\varphi_0$ and $\varphi_1$, `kG` and `kF` their constant values, and `ea` and `eb` the amplitudes recovered by rotating back.

```lean
/-- For `W₀ > 0` every solution that starts in the first basis state is the Rabi state. -/
theorem eq_rabiState {D W₀ : ℝ} (h : 0 < W₀) {ψ : ℝ → Fin 2 → ℂ}
    (hψ : IsRabiEvolution D W₀ ψ) : ψ = rabiState D W₀ := by
  obtain ⟨c, s, d, w, W, hc, hs, hcs, c0, s0, hD, hW, h1, hr⟩ := rabiState_rotation D h
  have hI := Complex.I_sq
  have a0 : ψ 0 0 = 1 := by rw [hψ.1]; rfl
  have b0 : ψ 0 1 = 0 := by rw [hψ.1]; rfl
  have ha t := ((schrodinger_components D W₀ ψ t).mp (hψ.2 t)).1
  have hb t := ((schrodinger_components D W₀ ψ t).mp (hψ.2 t)).2
  -- undoing the rotation gives two amplitudes that do not change in time
  have hG (t : ℝ) : HasDerivAt
      (fun x => c x * ψ x 0 + Complex.I * s x * (d * ψ x 0 + w * ψ x 1)) 0 t := by
    refine (((hc t).fun_mul (ha t)).fun_add (((hs t).const_mul Complex.I).fun_mul
      (((ha t).const_mul d).fun_add ((hb t).const_mul w)))).congr_deriv ?_
    linear_combination (-Complex.I * c t * ψ t 0 / 2 - Complex.I ^ 2 * s t * d * ψ t 0 / 2
        + Complex.I ^ 2 * s t * w * ψ t 1 / 2) * hD
      + (-Complex.I * c t * ψ t 1 / 2 - Complex.I ^ 2 * s t * d * ψ t 1 / 2
        - Complex.I ^ 2 * s t * w * ψ t 0 / 2) * hW
      - Complex.I ^ 2 * s t * W * ψ t 0 / 2 * h1 - W * s t * ψ t 0 / 2 * hI
  have hF (t : ℝ) : HasDerivAt
      (fun x => c x * ψ x 1 + Complex.I * s x * (w * ψ x 0 - d * ψ x 1)) 0 t := by
    refine (((hc t).fun_mul (hb t)).fun_add (((hs t).const_mul Complex.I).fun_mul
      (((ha t).const_mul w).fun_sub ((hb t).const_mul d)))).congr_deriv ?_
    linear_combination (Complex.I * c t * ψ t 1 / 2 - Complex.I ^ 2 * s t * w * ψ t 0 / 2
        - Complex.I ^ 2 * s t * d * ψ t 1 / 2) * hD
      + (-Complex.I * c t * ψ t 0 / 2 - Complex.I ^ 2 * s t * w * ψ t 1 / 2
        + Complex.I ^ 2 * s t * d * ψ t 0 / 2) * hW
      - Complex.I ^ 2 * s t * W * ψ t 1 / 2 * h1 - W * s t * ψ t 1 / 2 * hI
  rw [hr]
  funext t
  have kG : c t * ψ t 0 + Complex.I * s t * (d * ψ t 0 + w * ψ t 1) = 1 :=
    (is_const_of_deriv_eq_zero (fun x => (hG x).differentiableAt)
      (fun x => (hG x).deriv) t 0).trans (by simp [a0, c0, s0])
  have kF : c t * ψ t 1 + Complex.I * s t * (w * ψ t 0 - d * ψ t 1) = 0 :=
    (is_const_of_deriv_eq_zero (fun x => (hF x).differentiableAt)
      (fun x => (hF x).deriv) t 0).trans (by simp [b0, s0])
  -- rotating back recovers the amplitudes
  have ea : ψ t 0 = c t - Complex.I * d * s t := by
    linear_combination (c t - Complex.I * s t * d) * kG - Complex.I * s t * w * kF
      + Complex.I ^ 2 * s t ^ 2 * ψ t 0 * h1 + s t ^ 2 * ψ t 0 * hI - ψ t 0 * hcs t
  have eb : ψ t 1 = -Complex.I * w * s t := by
    linear_combination (c t + Complex.I * s t * d) * kF - Complex.I * s t * w * kG
      + Complex.I ^ 2 * s t ^ 2 * ψ t 1 * h1 + s t ^ 2 * ψ t 1 * hI - ψ t 1 * hcs t
  funext i
  fin_cases i
  · exact ea
  · exact eb
```

The probability of finding the spin flipped is therefore $|\psi_1|^2=|-iws|^2=w^2s^2=P(t)$. The initial state has norm one, so no further normalisation is needed.

```lean
/-- Rabi formula: for `W₀ > 0`, a spin that starts in the first basis state and obeys the
Schrödinger equation `ψ' = -i H ψ` at all times is found in the second one with probability
`(W₀/W)² sin²(W t/2)`. -/
theorem rabi_formula {D W₀ : ℝ} (h : 0 < W₀) {ψ : ℝ → Fin 2 → ℂ}
    (hψ : IsRabiEvolution D W₀ ψ) (t : ℝ) : ‖ψ t 1‖ ^ 2 = flipProb D W₀ t := by
  rw [eq_rabiState h hψ]
  show ‖-Complex.I * ((W₀ / rabiFreq D W₀ : ℝ) : ℂ)
    * (Real.sin (rabiFreq D W₀ * t / 2) : ℂ)‖ ^ 2 = _
  rw [norm_mul, norm_mul, norm_neg, Complex.norm_I, Complex.norm_real, Complex.norm_real,
    one_mul, mul_pow, Real.norm_eq_abs, Real.norm_eq_abs, sq_abs, sq_abs, flipProb]
```

The closed form of $e^{-iHt}$ also serves to simulate a shaped pulse as a sequence of short segments with constant $D$ and $W_0$. Each segment of length $\tau$ contributes the matrix $\cos(W\tau/2)-i\sin(W\tau/2)\,N$, with its own $W$ and $N$ (the identity if $W=0$), and the matrices are multiplied with later segments on the left.

## Peak and mean

Since $\sin^2\le1$, $P(t)\le w^2$. Equality holds at $t=\pi/W$, where the sine is $\sin(\pi/2)=1$. `IsGreatest` records both the bound and the fact that it is attained.

```lean
/-- For `W₀ > 0` the greatest value that the Rabi formula takes in time is `(W₀/W)²`. -/
theorem flipProb_isGreatest (D : ℝ) {W₀ : ℝ} (h : 0 < W₀) :
    IsGreatest (Set.range (flipProb D W₀)) ((W₀ / rabiFreq D W₀) ^ 2) := by
  have hne := (rabiFreq_axis D h).1.ne'
  constructor
  · refine ⟨Real.pi / rabiFreq D W₀, ?_⟩
    have e : rabiFreq D W₀ * (Real.pi / rabiFreq D W₀) / 2 = Real.pi / 2 := by field_simp
    rw [flipProb, e, Real.sin_pi_div_two, one_pow, mul_one]
  · rintro _ ⟨t, rfl⟩
    exact mul_le_of_le_one_right (sq_nonneg _) (Real.sin_sq_le_one _)
```

For the mean, use $\sin^2(Wt/2)=\tfrac12(1-\cos Wt)$. An antiderivative of $P$ is

$$w^2\left(\frac t2-\frac{\sin Wt}{2W}\right).$$

Over a window from $a$ to $a+2\pi/W$ the sine returns to its value, and the integral is $w^2\pi/W$. Multiplying by $W/2\pi$ gives

$$\frac{w^2}2=\frac{W_0^2}{2W^2}.$$

In the proof, `hder` differentiates the antiderivative, and `Real.sin_add_two_pi` removes the endpoint difference.

```lean
/-- For `W₀ > 0` the mean of the Rabi formula over any time window of length `2π/W` is
`W₀²/(2W²)`. -/
theorem flipProb_average (D : ℝ) {W₀ : ℝ} (h : 0 < W₀) (a : ℝ) :
    rabiFreq D W₀ / (2 * Real.pi) *
      ∫ t in a..(a + 2 * Real.pi / rabiFreq D W₀), flipProb D W₀ t
      = W₀ ^ 2 / (2 * rabiFreq D W₀ ^ 2) := by
  have hne := (rabiFreq_axis D h).1.ne'
  have hcont : Continuous (fun t => flipProb D W₀ t) := by
    simp only [flipProb]
    fun_prop
  unfold flipProb at hcont ⊢
  generalize rabiFreq D W₀ = W at hne hcont ⊢
  -- an antiderivative, from sin²(x/2) = (1 - cos x)/2
  have hder (t : ℝ) : HasDerivAt
      (fun x => (W₀ / W) ^ 2 * (x / 2 - Real.sin (W * x) / (2 * W)))
      ((W₀ / W) ^ 2 * Real.sin (W * t / 2) ^ 2) t := by
    have lin : HasDerivAt (fun x : ℝ => W * x) W t := by
      simpa using (hasDerivAt_id t).const_mul W
    refine ((((hasDerivAt_id' t).div_const 2).fun_sub
      (lin.sin.div_const (2 * W))).const_mul ((W₀ / W) ^ 2)).congr_deriv ?_
    have e : Real.cos (W * t) * W / (2 * W) = Real.cos (W * t) / 2 := by field_simp
    rw [e, Real.sin_sq_eq_half_sub, show 2 * (W * t / 2) = W * t by ring]
  rw [intervalIntegral.integral_eq_sub_of_hasDerivAt (fun t _ => hder t)
    (hcont.intervalIntegrable _ _)]
  -- the sine takes the same value at both ends of the window
  have e : W * (a + 2 * Real.pi / W) = W * a + 2 * Real.pi := by field_simp
  rw [e, Real.sin_add_two_pi]
  have hpi := Real.pi_ne_zero
  calc _ = W / (2 * Real.pi) * ((W₀ / W) ^ 2 * (Real.pi / W)) := by ring
    _ = W₀ ^ 2 / (2 * W ^ 2) := by field_simp
```

For $D=W_0$, for instance, $W^2=2W_0^2$: the flip probability peaks at $1/2$ and averages $1/4$.

## The three answers together

**Short times.** From $\cos y\ge1-y^2/2$ with $y=Wt$,

$$\sin^2\frac{Wt}2=\frac{1-\cos Wt}2\le\frac{W^2t^2}4,\qquad\text{so}\qquad P(t)\le w^2\,\frac{W^2t^2}4=\frac{W_0^2t^2}4.$$

The detuning has dropped out of the bound.

**Full inversion.** If $P(t)=1$ at some time, then $1\le w^2=1-d^2$, hence $d=0$ and $D=0$. Conversely, $D=0$ gives $w^2=1$, and the peak at $t=\pi/W=\pi/W_0$ is a complete flip, the familiar $\pi$ pulse.

**Mean.** This is the average just computed.

The final theorem states all three for `‖ψ t 1‖ ^ 2`, where `ψ` is any function satisfying `IsRabiEvolution D W₀ ψ`; the explicit state shows that such a solution exists. The Rabi formula thus follows from the Schrödinger equation and is not an assumption. If $D=W_0=0$ the spin never flips although $D=0$, so the inversion criterion needs $W_0\neq0$ at resonance.

```lean
/-- Rabi problem: for `W₀ > 0` and a spin that starts in the first basis state and obeys the
Schrödinger equation `ψ' = -i H ψ` at all times, the flip probability is at most `W₀² t²/4`, reaches
one at some time exactly when `D = 0`, and has mean `W₀²/(2W²)` over any time window of length
`2π/W`. -/
theorem rabi_problem {D W₀ : ℝ} (h : 0 < W₀) {ψ : ℝ → Fin 2 → ℂ}
    (hψ : IsRabiEvolution D W₀ ψ) :
    (∀ t, ‖ψ t 1‖ ^ 2 ≤ W₀ ^ 2 * t ^ 2 / 4) ∧ ((∃ t, ‖ψ t 1‖ ^ 2 = 1) ↔ D = 0) ∧
      ∀ a, rabiFreq D W₀ / (2 * Real.pi) *
        ∫ t in a..(a + 2 * Real.pi / rabiFreq D W₀), ‖ψ t 1‖ ^ 2
        = W₀ ^ 2 / (2 * rabiFreq D W₀ ^ 2) := by
  obtain ⟨-, hd, hw, h1⟩ := rabiFreq_axis D h
  obtain ⟨⟨t₀, ht₀⟩, hmax⟩ := flipProb_isGreatest D h
  simp only [rabi_formula h hψ]
  refine ⟨fun t => ?_, ⟨?_, fun hD => ⟨t₀, ?_⟩⟩, flipProb_average D h⟩
  · -- short times: sin² x ≤ x²
    have hsin : Real.sin (rabiFreq D W₀ * t / 2) ^ 2 ≤ (rabiFreq D W₀ * t / 2) ^ 2 := by
      have hcos := Real.one_sub_sq_div_two_le_cos (x := rabiFreq D W₀ * t)
      rw [Real.sin_sq_eq_half_sub,
        show 2 * (rabiFreq D W₀ * t / 2) = rabiFreq D W₀ * t by ring]
      nlinarith
    calc flipProb D W₀ t
        ≤ (W₀ / rabiFreq D W₀) ^ 2 * (rabiFreq D W₀ * t / 2) ^ 2 :=
          mul_le_mul_of_nonneg_left hsin (sq_nonneg _)
      _ = (rabiFreq D W₀ * (W₀ / rabiFreq D W₀)) ^ 2 * t ^ 2 / 4 := by ring
      _ = W₀ ^ 2 * t ^ 2 / 4 := by rw [hw]
  · -- full inversion leaves no room for a detuning
    rintro ⟨t, ht⟩
    have hle : flipProb D W₀ t ≤ (W₀ / rabiFreq D W₀) ^ 2 := hmax ⟨t, rfl⟩
    have hz : D / rabiFreq D W₀ = 0 := by
      apply pow_eq_zero_iff (two_ne_zero) |>.mp
      linarith [sq_nonneg (D / rabiFreq D W₀)]
    rw [← hd, hz, mul_zero]
  · have hz : D / rabiFreq D W₀ = 0 := by simp [hD]
    rw [hz] at h1
    linarith

end

end RabiProblem
```

```lean
#print axioms RabiProblem.rabi_problem
-- 'RabiProblem.rabi_problem' depends on axioms: [propext, Classical.choice, Quot.sound]
```

For a single qubit that starts in an eigenstate of $\sigma_z$ and is described by this constant $H$ (a drive of constant amplitude, frequency and phase, without decay or further levels), the peak value $(W_0/W)^2$ is the most population that a pulse can transfer. Applying $c-isN$ to the second basis state instead gives $(-iws,\;c+ids)$, so a spin that starts there flips with the same probability $P(t)$.
